# Every linear derivation of n × n matrices over a commutative ring is a commutator, with a generator unique up to a multiple of the identity

Suppose I model the observables of a finite quantum system by the full algebra of n × n matrices, and an infinitesimal time evolution by a linear map D on them that obeys the Leibniz rule, D(AB) = D(A)B + A D(B). No Hamiltonian is put in. I have been told that one comes out anyway: D must be a commutator with some fixed matrix, and that matrix is determined up to a shift of the energy zero. Can this be proved rigorously, with an explicit formula for the generator, and can the proof be checked by machine?

## A generator built from one column of matrix units

Yes, for every n ≥ 1, with one qualification: the Leibniz rule alone gives a commutator with some fixed matrix, and a Hermitian Hamiltonian comes out only if D also respects adjoints. The Leibniz rule is the infinitesimal form of the requirement that evolution carries products of observables to products.

Write E(i,j) for the matrix with 1 in row i, column j and 0 elsewhere. Fix one basis label o and define

G = Σᵢ D(E(i,o)) E(o,i).

Since E(i,o)E(o,i) = E(i,i), the matrix units resolve the identity:

Σᵢ E(i,o) E(o,i) = 1.

For any matrix A, evaluate the following sum in two ways:

S = Σᵢ D(A E(i,o)) E(o,i).

The Leibniz rule splits each term, and the resolution of the identity removes the matrix units from the first part:

S = D(A) Σᵢ E(i,o)E(o,i) + A Σᵢ D(E(i,o))E(o,i) = D(A) + AG.

Alternatively, expand the product inside D, writing A(k,i) for the entries of A:

A E(i,o) = Σₖ A(k,i) E(k,o).

Linearity takes the coefficients out of D. Because Σᵢ A(k,i) E(o,i) = E(o,k)A, this gives

S = Σₖ D(E(k,o)) Σᵢ A(k,i) E(o,i) = Σₖ D(E(k,o)) E(o,k) A = GA.

Equating the two results,

D(A) = GA − AG.

Now let K be another generator of D. Then M = K − G commutes with every matrix, in particular with E(i,o). The entry in row a, column o of M E(i,o) = E(i,o) M reads

M(a,i) = M(o,o) if a = i, and 0 otherwise.

So M = M(o,o)·1. Conversely, adding a multiple of the identity to G changes no commutator.

## The Hermitian generator over the complex numbers

Suppose also that D(A†) = D(A)†, so that Hermitian observables have Hermitian rates of change. Shift G to the traceless generator

K = G − (tr G / n)·1.

Writing D(A) = D(A†)† in terms of K gives

KA − AK = AK† − K†A,

so [K†,A] = −D(A), and therefore [K − K†, A] = 2D(A). Put

H = −(i/2)(K − K†).

This matrix is Hermitian and traceless, and

i[H,A] = ½[K − K†, A] = D(A).

If a traceless L also satisfies D(A) = i[L,A], then L − H = c·1 for some c. Taking the trace gives nc = 0, hence c = 0 and L = H.

## σz recovered from its own dynamics

Take D(A) = i[σz,A] on a two-level system with labels 0 and 1, and choose o = 0. Then D(E(0,0)) = 0 and D(E(1,0)) = −2i E(1,0), so

G = −2i E(1,0)E(0,1) = diag(0, −2i).

Its trace is −2i, so K = G + i·1 = diag(i, −i) = iσz, and the formula for H returns σz. Choosing o = 1 gives G = diag(2i, 0) instead, which differs from the first answer by 2i·1, as it should.

In the smallest case, n = 1, the Leibniz rule gives D(1) = 2D(1), so D = 0. The traceless Hermitian generator is H = 0: a single level has no observable dynamics.

## The Lean file

```lean
import Mathlib

open Matrix

namespace HamiltonianDerivations

variable {n R : Type*} [Fintype n] [DecidableEq n] [CommRing R]

/-- The Leibniz rule `D(AB) = D(A)B + A D(B)` for a linear map on matrices. -/
def IsDerivation (D : Matrix n n R →ₗ[R] Matrix n n R) : Prop :=
  ∀ A B, D (A * B) = D A * B + A * D B

/-- The linear map `A ↦ [H, A] = HA - AH` generated by a matrix `H`. -/
def bracketWith (H : Matrix n n R) : Matrix n n R →ₗ[R] Matrix n n R where
  toFun A := H * A - A * H
  map_add' A B := by noncomm_ring
  map_smul' c A := by
    simp only [Matrix.mul_smul, Matrix.smul_mul, smul_sub, RingHom.id_apply]

/-- The matrix `∑ i, D(E(i,o)) E(o,i)` built from the values of `D` on the matrix units
of one column `o`. -/
def hamiltonian (o : n) (D : Matrix n n R →ₗ[R] Matrix n n R) : Matrix n n R :=
  ∑ i, D (Matrix.single i o 1) * Matrix.single o i 1

/-- The map generated by `H` sends `A` to `HA - AH`. -/
theorem bracketWith_apply (H A : Matrix n n R) : bracketWith H A = H * A - A * H := rfl

/-- The commutator with any fixed matrix obeys the Leibniz rule. -/
theorem isDerivation_bracketWith (H : Matrix n n R) : IsDerivation (bracketWith H) := by
  intro A B
  simp only [bracketWith_apply]
  noncomm_ring

/-- A matrix that commutes with every matrix is a multiple of the identity. -/
theorem scalar_of_commutes (o : n) (M : Matrix n n R) (hM : ∀ A, M * A = A * M) :
    M = M o o • (1 : Matrix n n R) := by
  ext a i
  -- compare one entry of `M E(i,o) = E(i,o) M`
  have h := congrFun (congrFun (hM (Matrix.single i o 1)) a) o
  by_cases hia : i = a
  · subst hia
    simpa [Matrix.mul_apply, Matrix.single_apply] using h
  · simpa [Matrix.mul_apply, Matrix.single_apply, Matrix.one_apply, hia, Ne.symm hia] using h

/-- A linear map obeying the Leibniz rule is the commutator with `hamiltonian o D`, and the
matrices generating it are exactly those that differ from this one by a multiple of the
identity. -/
theorem derivation_is_hamiltonian (o : n) (D : Matrix n n R →ₗ[R] Matrix n n R)
    (hD : IsDerivation D) :
    D = bracketWith (hamiltonian o D) ∧
      ∀ K, D = bracketWith K ↔ ∃ c : R, K = hamiltonian o D + c • (1 : Matrix n n R) := by
  have resolution :
      ∑ i : n, Matrix.single i o (1 : R) * Matrix.single o i (1 : R) = 1 := by
    ext a b
    simp [Matrix.sum_apply, Matrix.single_apply, Matrix.one_apply, ite_and]
  have column : ∀ (A : Matrix n n R) (i : n),
      A * Matrix.single i o 1 = ∑ k, A k i • Matrix.single k o (1 : R) := by
    intro A i
    ext a b
    by_cases h : o = b <;> simp [Matrix.mul_apply, Matrix.sum_apply, Matrix.single_apply, h]
  have row : ∀ (A : Matrix n n R) (k : n),
      Matrix.single o k 1 * A = ∑ i, A k i • Matrix.single o i (1 : R) := by
    intro A k
    ext a b
    by_cases h : o = a <;> simp [Matrix.mul_apply, Matrix.sum_apply, Matrix.single_apply, h]
  have main : D = bracketWith (hamiltonian o D) := by
    refine LinearMap.ext fun A => ?_
    -- first evaluation: expand `A E(i,o)` in matrix units
    have expand : ∑ i, D (A * Matrix.single i o 1) * Matrix.single o i 1
        = hamiltonian o D * A := by
      calc _ = ∑ i, ∑ k, A k i • (D (Matrix.single k o 1) * Matrix.single o i 1) := by
            refine Finset.sum_congr rfl fun i _ => ?_
            rw [column, map_sum, Finset.sum_mul]
            refine Finset.sum_congr rfl fun k _ => ?_
            rw [map_smul, Matrix.smul_mul]
        _ = ∑ k, ∑ i, A k i • (D (Matrix.single k o 1) * Matrix.single o i 1) :=
            Finset.sum_comm
        _ = hamiltonian o D * A := by
            rw [hamiltonian, Finset.sum_mul]
            refine Finset.sum_congr rfl fun k _ => ?_
            rw [Matrix.mul_assoc, row, Finset.mul_sum]
            refine Finset.sum_congr rfl fun i _ => ?_
            rw [Matrix.mul_smul]
    -- second evaluation: the Leibniz rule and the resolution of the identity
    have leibniz : ∑ i, D (A * Matrix.single i o 1) * Matrix.single o i 1
        = D A + A * hamiltonian o D := by
      calc _ = D A * (∑ i : n, Matrix.single i o (1 : R) * Matrix.single o i (1 : R))
            + A * hamiltonian o D := by
            rw [hamiltonian, Finset.mul_sum, Finset.mul_sum, ← Finset.sum_add_distrib]
            refine Finset.sum_congr rfl fun i _ => ?_
            rw [hD, add_mul, mul_assoc, mul_assoc]
        _ = D A + A * hamiltonian o D := by rw [resolution, mul_one]
    exact eq_sub_of_add_eq (leibniz.symm.trans expand)
  refine ⟨main, fun K => ⟨fun hK => ?_, ?_⟩⟩
  · -- the difference of two generators commutes with everything
    have hc := scalar_of_commutes o (K - hamiltonian o D) (fun A => by
      have h : K * A - A * K = hamiltonian o D * A - A * hamiltonian o D :=
        LinearMap.congr_fun (hK.symm.trans main) A
      linear_combination (norm := noncomm_ring) h)
    exact ⟨_, eq_add_of_sub_eq' hc⟩
  · rintro ⟨c, rfl⟩
    refine main.trans (LinearMap.ext fun A => ?_)
    simp only [bracketWith_apply, add_mul, mul_add, Matrix.smul_mul, Matrix.mul_smul,
      one_mul, mul_one]
    abel

/-- For a Hermitian `H`, the map `A ↦ i[H, A]` obeys the Leibniz rule and respects the
adjoint. -/
theorem heisenberg_isDerivation {H : Matrix n n ℂ} (hH : H.IsHermitian) :
    IsDerivation (Complex.I • bracketWith H) ∧
      ∀ A, (Complex.I • bracketWith H) Aᴴ = ((Complex.I • bracketWith H) A)ᴴ := by
  refine ⟨fun A B => ?_, fun A => ?_⟩
  · simp only [LinearMap.smul_apply, isDerivation_bracketWith H A B, smul_add,
      Matrix.smul_mul, Matrix.mul_smul]
  · simp only [LinearMap.smul_apply, bracketWith_apply, Matrix.conjTranspose_smul,
      Matrix.conjTranspose_sub, Matrix.conjTranspose_mul, hH.eq, Complex.star_def,
      Complex.conj_I]
    rw [neg_smul, ← smul_neg, neg_sub]

/-- A linear map on complex matrices of nonzero size obeys the Leibniz rule and respects the
adjoint exactly when it is `A ↦ i[H, A]` for a unique traceless Hermitian `H`. -/
theorem heisenberg_generator_iff [Nonempty n] (D : Matrix n n ℂ →ₗ[ℂ] Matrix n n ℂ) :
    (IsDerivation D ∧ ∀ A, D Aᴴ = (D A)ᴴ) ↔
      ∃! H : Matrix n n ℂ, H.IsHermitian ∧ H.trace = 0 ∧ D = Complex.I • bracketWith H := by
  constructor
  swap
  · rintro ⟨H, ⟨hH, -, rfl⟩, -⟩
    exact heisenberg_isDerivation hH
  rintro ⟨hD, hs⟩
  obtain ⟨o⟩ := ‹Nonempty n›
  have hn : (Fintype.card n : ℂ) ≠ 0 :=
    Nat.cast_ne_zero.mpr (Fintype.card_pos_iff.mpr ⟨o⟩).ne'
  -- shift the generator to trace zero
  obtain ⟨K, hK0, hKD⟩ : ∃ K : Matrix n n ℂ, K.trace = 0 ∧ D = bracketWith K := by
    refine ⟨hamiltonian o D + (-((hamiltonian o D).trace / Fintype.card n)) • 1, ?_,
      ((derivation_is_hamiltonian o D hD).2 _).2 ⟨_, rfl⟩⟩
    rw [Matrix.trace_add, Matrix.trace_smul, Matrix.trace_one, smul_eq_mul, neg_mul,
      div_mul_cancel₀ _ hn, add_neg_cancel]
  have hK : ∀ A, D A = K * A - A * K := fun A => LinearMap.congr_fun hKD A
  have hKs : ∀ A, Kᴴ * A - A * Kᴴ = -(K * A - A * K) := by
    intro A
    have h := hs Aᴴ
    simp only [hK, Matrix.conjTranspose_sub, Matrix.conjTranspose_mul,
      Matrix.conjTranspose_conjTranspose] at h
    linear_combination (norm := noncomm_ring) h
  have htr : ((-Complex.I / 2) • (K - Kᴴ)).trace = 0 := by
    simp [Matrix.trace_smul, Matrix.trace_sub, Matrix.trace_conjTranspose, hK0]
  -- the anti-Hermitian part of `K` already generates `D`
  have hgen : D = Complex.I • bracketWith ((-Complex.I / 2) • (K - Kᴴ)) := by
    refine LinearMap.ext fun A => ?_
    have hI : Complex.I * (-Complex.I / 2) = 1 / 2 := by
      linear_combination (-1 / 2) * Complex.I_mul_I
    have h2 : (K - Kᴴ) * A - A * (K - Kᴴ) = (2 : ℂ) • D A := by
      rw [hK, two_smul]
      linear_combination (norm := noncomm_ring) -(hKs A)
    rw [LinearMap.smul_apply, bracketWith_apply, Matrix.smul_mul, Matrix.mul_smul,
      ← smul_sub, smul_smul, hI, h2, smul_smul]
    norm_num
  refine ⟨(-Complex.I / 2) • (K - Kᴴ), ⟨?_, htr, hgen⟩, ?_⟩
  · have hc : star (-Complex.I / 2) = Complex.I / 2 := by simp
    rw [Matrix.IsHermitian, Matrix.conjTranspose_smul, Matrix.conjTranspose_sub,
      Matrix.conjTranspose_conjTranspose, hc]
    module
  · rintro L ⟨-, hL0, hL⟩
    -- both generate `-i D`, so they differ by a scalar, which the trace removes
    have cancel : ∀ M : Matrix n n ℂ, D = Complex.I • bracketWith M →
        (-Complex.I) • D = bracketWith M := by
      intro M hM
      rw [hM, smul_smul, neg_mul, Complex.I_mul_I, neg_neg, one_smul]
    have hb := (cancel L hL).symm.trans (cancel _ hgen)
    have key := derivation_is_hamiltonian o (bracketWith L) (isDerivation_bracketWith L)
    obtain ⟨c, hc⟩ := (key.2 L).1 rfl
    obtain ⟨d, hd⟩ := (key.2 _).1 hb
    have hdiff : L = (-Complex.I / 2) • (K - Kᴴ) + (c - d) • (1 : Matrix n n ℂ) := by
      rw [hd, sub_smul]
      refine hc.trans ?_
      abel
    have ht := congrArg Matrix.trace hdiff
    rw [Matrix.trace_add, hL0, htr, Matrix.trace_smul, Matrix.trace_one, smul_eq_mul,
      zero_add] at ht
    have hcd : c - d = 0 := (mul_eq_zero.mp ht.symm).resolve_right hn
    rw [hdiff, hcd, zero_smul, add_zero]

/-- For a two-level system, `A ↦ i[σz, A]` obeys the Leibniz rule, respects the adjoint, and
sends `σx` to `-2σy`. -/
theorem heisenberg_witness :
    IsDerivation (Complex.I • bracketWith !![(1 : ℂ), 0; 0, -1]) ∧
      (∀ A, (Complex.I • bracketWith !![(1 : ℂ), 0; 0, -1]) Aᴴ
        = ((Complex.I • bracketWith !![(1 : ℂ), 0; 0, -1]) A)ᴴ) ∧
      (Complex.I • bracketWith !![(1 : ℂ), 0; 0, -1]) !![0, 1; 1, 0]
        = !![0, 2 * Complex.I; -2 * Complex.I, 0] := by
  have hz : (!![(1 : ℂ), 0; 0, -1]).IsHermitian := by
    ext i j
    fin_cases i <;> fin_cases j <;> simp
  refine ⟨(heisenberg_isDerivation hz).1, (heisenberg_isDerivation hz).2, ?_⟩
  rw [LinearMap.smul_apply, bracketWith_apply]
  ext i j
  fin_cases i <;> fin_cases j <;> simp <;> ring

end HamiltonianDerivations
```

```lean
#print axioms HamiltonianDerivations.derivation_is_hamiltonian
#print axioms HamiltonianDerivations.heisenberg_generator_iff
```

```
'HamiltonianDerivations.derivation_is_hamiltonian' depends on axioms: [propext, Classical.choice, Quot.sound]
'HamiltonianDerivations.heisenberg_generator_iff' depends on axioms: [propext, Classical.choice, Quot.sound]
```

## What the theorems say

Observables are elements of `Matrix n n R`, where `n` is a finite type of basis labels and `R` a commutative ring. The evolution `D` is an `R`-linear map, and `IsDerivation D` is the Leibniz rule. `bracketWith H` is the map A ↦ HA − AH for an arbitrary matrix `H`. The matrix called G above is `hamiltonian o D`, and `Matrix.single i o 1` is E(i,o). Despite its name, `hamiltonian o D` need not be Hermitian. For a map `D` over ℂ that obeys the Leibniz rule, it is i times a Hermitian matrix exactly when `D` respects adjoints. The definition itself assumes neither property.

`derivation_is_hamiltonian` takes a label `o`, which ensures n ≥ 1, and a map `D` obeying the Leibniz rule. It states that `D` equals `bracketWith (hamiltonian o D)`, and that a matrix `K` generates `D` exactly when K = G + c·1 for some c in `R`.

`heisenberg_generator_iff` works over ℂ, with `ᴴ` for the adjoint. A linear map obeys the Leibniz rule and respects the adjoint if and only if there is exactly one traceless Hermitian `H` with `D = Complex.I • bracketWith H`. This is the right-hand side of the Heisenberg equation dA/dt = i[H,A] in units with ħ = 1. The zero trace fixes the energy zero by convention.

For closed quantum systems with finitely many levels, the result means that the Heisenberg form of the generator follows from compatibility with products and adjoints. Both conditions are hypotheses here. A dissipative generator violates the Leibniz rule and is not covered. Nor are infinite-dimensional systems, such as a particle with position and momentum, or the integration of the generator to finite times.

## From the two evaluations to the Lean proof

`isDerivation_bracketWith` proves that every commutator map obeys the Leibniz rule; `noncomm_ring` expands both sides and cancels the mixed terms. `scalar_of_commutes` is the entry comparison for M, with the cases a = i and a ≠ i treated separately.

Inside `derivation_is_hamiltonian`, `resolution` is the resolution of the identity, while `column` and `row` are the expansions of A E(i,o) and E(o,k)A. The step `expand` computes S = GA: it uses linearity, exchanges the two sums with `Finset.sum_comm`, and reassembles the product. The step `leibniz` computes S = D(A) + AG. Combining them gives `main`, the commutator formula. For uniqueness, `scalar_of_commutes` is applied to K − G; the converse expands the commutator and lets the scalar terms cancel.

`heisenberg_isDerivation` shows that a Hermitian H gives a map with both required properties, which settles one direction of the equivalence. In the other direction, the proof of `heisenberg_generator_iff` first obtains the traceless K. Then `hKs` is the relation [K†,A] = −D(A), `htr` is the vanishing trace of −(i/2)(K − K†), and `hgen` shows that this matrix generates D.

For uniqueness, `cancel` removes the factor i, so that L and H generate the same commutator map. The first theorem, applied to `bracketWith L`, places both within a scalar of one common matrix. Their difference is therefore (c − d)·1, and the trace forces c = d.

Finally, `heisenberg_witness` checks the σz example: the map has both properties and sends σx to −2σy, so the dynamics is not zero.
